# Orthogonality of the parity characters of Ising spin configurations

For a configuration `s` of `n` Ising spins, the parity character is a function of a bit string `x`: the product of the spins ±1 of `s` over the sites that `x` selects. The theorem says that the product of the characters of `s` and `t`, summed over all bit strings, is 2^n if `s = t` and 0 otherwise. The number of sites is finite, no Hamiltonian enters, and the characters are unnormalised; divided by 2^(n/2) each, they would have overlaps 1 and 0. The proof turns the sum into a product over sites of two-term sums, each equal to 2 when the configurations agree, while a site where they differ gives a factor 0.

An attempt in Lean 4 with a fault in it:

```lean
import Mathlib

open Matrix

namespace IsingSignProblem

noncomputable section

variable {n : ℕ}

/-- A bit string on `n` sites, labelling a qubit basis state or an Ising configuration. -/
abbrev Config (n : ℕ) := Fin n → Bool

/-- The Ising spin `±1` encoded by a bit. -/
def spin (b : Bool) : ℝ := if b then -1 else 1

/-- The parity character of the spins `s`: the product of `s_i` over the sites where `x` is set. -/
def parity (s x : Config n) : ℝ := ∏ i, if x i then spin (s i) else 1

private lemma sum_config_prod (f : Fin n → Bool → ℝ) :
    ∑ x : Config n, ∏ i, f i (x i) = ∏ i, (f i true + f i false) := by
  have h := Finset.prod_univ_sum (fun _ : Fin n => (Finset.univ : Finset Bool)) f
  rw [Fintype.piFinset_univ] at h
  simpa only [Fintype.sum_bool] using h.symm

/-- Parity characters of different spin configurations are orthogonal, with squared norm `2^n`. -/
theorem parity_orthogonal (s t : Config n) :
    ∑ x, parity s x * parity t x = if s = t then 2 ^ n else 0 := by
  simp only [parity, ← Finset.prod_mul_distrib]
  refine (sum_config_prod (fun i b =>
    (if b then spin (s i) else 1) * (if b then spin (t i) else 1))).trans ?_
  split_ifs with h
  · subst h
    trans ∏ _i : Fin n, (2 : ℝ)
    · refine Finset.prod_congr rfl fun i _ => ?_
      cases hs : s i <;> norm_num [spin, hs]
    · simp
  · obtain ⟨i, hi⟩ := Function.ne_iff.mp h
    apply Finset.prod_eq_zero (Finset.mem_univ i)
    cases h1 : s i <;> cases h2 : t i <;> simp_all [spin]

end

end IsingSignProblem
```

Messages:

```
Main.lean:33:4: error: Tactic `subst` failed: invalid equality proof, it is not of the form (x = t) or (t = x)
  true = true

case pos
n : ℕ
s t : Config n
h : true = true
h✝¹ : False
h✝ : s = t
⊢ ∏ x, (spin (s x) * spin (t x) + spin (s x) * spin (t x)) = 2 ^ n
Main.lean:38:41: error: Application type mismatch: The argument
  h
has type
  true = true
but is expected to have type
  ?m.139 ≠ ?m.140
in the application
  Function.ne_iff.mp h
Main.lean:28:65: error: unsolved goals
case pos
n : ℕ
s t : Config n
h : true = true
h✝¹ : ¬False
h✝ : s = t
⊢ ∏ x, (spin (s x) * spin (t x) + 1 * 1) = 2 ^ n

case neg
n : ℕ
s t : Config n
h : true = true
h✝¹ : ¬False
h✝ : ¬s = t
⊢ ∏ x, (spin (s x) * spin (t x) + 1 * 1) = 0

case pos
n : ℕ
s t : Config n
h : ¬true = true
h✝¹ : False
h✝ : s = t
⊢ ∏ x, (1 * 1 + spin (s x) * spin (t x)) = 2 ^ n

case neg
n : ℕ
s t : Config n
h : ¬true = true
h✝¹ : False
h✝ : ¬s = t
⊢ ∏ x, (1 * 1 + spin (s x) * spin (t x)) = 0

case pos
n : ℕ
s t : Config n
h : ¬true = true
h✝¹ : ¬False
h✝ : s = t
⊢ ∏ x, (1 * 1 + 1 * 1) = 2 ^ n

case neg
n : ℕ
s t : Config n
h : ¬true = true
h✝¹ : ¬False
h✝ : ¬s = t
⊢ ∏ x, (1 * 1 + 1 * 1) = 0
Main.lean:40:52: warning: This simp argument is unused:
  spin

Hint: Omit it from the simp argument list.
  [apply] simp_all

Note: This linter can be disabled with `set_option linter.unusedSimpArgs false`
```

The proof needs two cases, `s = t` and `s ≠ t`, but `split_ifs with h` splits every `if` in the goal. The product still holds conditionals on the bits `true` and `false`, so there are three conditions and eight goals. The name `h` went to the first condition, `true = true`, and the hypothesis about `s = t` was left unnamed. Hence `subst h` has no variable to replace, and `Function.ne_iff.mp h` gets an equality where it needs an inequality. The two bullets take up two goals, and the other six are reported as unsolved.

The warning that `spin` is unused is a side effect: the second goal carries the hypothesis `False`, from which `simp_all` can finish without unfolding anything. The repair rightly keeps `spin`.

In the repair, `by_cases h : s = t` splits on the intended condition alone and gives `h` the right meaning. Then `rw [if_pos h]` and `rw [if_neg h]` reduce the right-hand side to `2 ^ n` and `0`. The conditionals on bits stay in the product, where the later simplification steps evaluate them.

As a diff, the version that Lean accepts:

```diff
@@ -30,11 +30,13 @@
   refine (sum_config_prod (fun i b =>
     (if b then spin (s i) else 1) * (if b then spin (t i) else 1))).trans ?_
-  split_ifs with h
-  · subst h
+  by_cases h : s = t
+  · rw [if_pos h]
+    subst h
     trans ∏ _i : Fin n, (2 : ℝ)
     · refine Finset.prod_congr rfl fun i _ => ?_
       cases hs : s i <;> norm_num [spin, hs]
     · simp
-  · obtain ⟨i, hi⟩ := Function.ne_iff.mp h
+  · rw [if_neg h]
+    obtain ⟨i, hi⟩ := Function.ne_iff.mp h
     apply Finset.prod_eq_zero (Finset.mem_univ i)
     cases h1 : s i <;> cases h2 : t i <;> simp_all [spin]
```
